# Divergence of $\int 1/\psi^2$ at an isolated node of a continuously differentiable wave function on an interval

A real antisymmetric wave function such as a Slater determinant changes sign under exchange of two electrons. At a fixed spin assignment it can be nodeless when no two electrons share a spin, as in the helium ground state, but as soon as two electrons have the same spin it has nodes, where the sampling weight $\psi^2$ of variational Monte Carlo vanishes and estimators with $\psi^2$ in the denominator become large unless their numerator vanishes there as fast as $\psi^2$. Along a single line ending on a node, and for $\psi$ continuously differentiable up to that node and nonzero on the rest of the segment, the Lean file below shows that $1/\psi^2$ is not integrable, and that the same holds for the second-moment integrand of an estimator $g/\psi^2$ whose continuous numerator $g$ is nonzero at the node.

```lean
import Mathlib

open Set Filter Topology MeasureTheory

namespace NodalDivergence

noncomputable section

/-- The integral of `1/ψ²` from the cutoff `e` to the endpoint `b`. -/
def cutoffIntegral (ψ : ℝ → ℝ) (b e : ℝ) : ℝ := ∫ x in e..b, 1 / ψ x ^ 2

/-- If `ψ` is continuous on `[a,b]` and nonzero on `(a,b]`, then `1/ψ²` is integrable from any
cutoff `e` in `(a,b]` to `b`. -/
theorem integrable_above_cutoff {ψ : ℝ → ℝ} {a b e : ℝ} (hc : ContinuousOn ψ (Icc a b))
    (hne : ∀ x ∈ Ioc a b, ψ x ≠ 0) (he : e ∈ Ioc a b) :
    IntervalIntegrable (fun x => 1 / ψ x ^ 2) volume e b := by
  apply ContinuousOn.intervalIntegrable_of_Icc he.2
  have hsub : Icc e b ⊆ Ioc a b := fun x hx => ⟨lt_of_lt_of_le he.1 hx.1, hx.2⟩
  have h := (continuousOn_const (c := (1 : ℝ))).div
    ((hc.mono (hsub.trans Ioc_subset_Icc_self)).pow 2)
    (fun x hx => pow_ne_zero 2 (hne x (hsub hx)))
  exact h

/-- A continuously differentiable wave function on `[a,b]` with a node at `a` is bounded by a
positive constant times the distance to the node. -/
theorem linear_bound_at_node {ψ : ℝ → ℝ} {a b : ℝ} (hab : a < b)
    (hψ : ContDiffOn ℝ 1 ψ (Icc a b)) (h0 : ψ a = 0) :
    ∃ L > 0, ∀ x ∈ Icc a b, |ψ x| ≤ L * (x - a) := by
  -- the derivative is continuous on a compact interval, hence bounded
  have hd : ContinuousOn (derivWithin ψ (Icc a b)) (Icc a b) :=
    hψ.continuousOn_derivWithin (uniqueDiffOn_Icc hab) (by simp)
  obtain ⟨C, hC⟩ := isCompact_Icc.exists_bound_of_continuousOn hd
  have hdiff : DifferentiableOn ℝ ψ (Icc a b) := hψ.differentiableOn (by simp)
  refine ⟨max C 1, lt_of_lt_of_le one_pos (le_max_right _ _), fun x hx => ?_⟩
  -- mean value inequality between the node and x
  have h := Convex.norm_image_sub_le_of_norm_hasDerivWithin_le (C := max C 1)
    (fun y hy => (hdiff y hy).hasDerivWithinAt)
    (fun y hy => (hC y hy).trans (le_max_left C 1)) (convex_Icc a b)
    (left_mem_Icc.2 hab.le) hx
  rwa [h0, sub_zero, Real.norm_eq_abs, Real.norm_eq_abs,
    abs_of_nonneg (sub_nonneg.2 hx.1)] at h

/-- If `ψ` is continuous on `[a,b]`, nonzero on `(a,b]` and `|ψ(x)| ≤ L (x - a)` on `[a,b]` with `L
> 0`, then for `e` in `(a,b]` the integral of `1/ψ²` from `e` to `b` is at least `(1/(e - a) - 1/(b
- a)) / L²`. -/
theorem cutoffIntegral_lower_bound {ψ : ℝ → ℝ} {a b e L : ℝ} (hL : 0 < L)
    (hc : ContinuousOn ψ (Icc a b)) (hne : ∀ x ∈ Ioc a b, ψ x ≠ 0)
    (hb : ∀ x ∈ Icc a b, |ψ x| ≤ L * (x - a)) (he : e ∈ Ioc a b) :
    ((e - a)⁻¹ - (b - a)⁻¹) / L ^ 2 ≤ cutoffIntegral ψ b e := by
  have hL' : L ≠ 0 := hL.ne'
  have hlin : IntervalIntegrable (fun x => 1 / (L * (x - a)) ^ 2) volume e b :=
    integrable_above_cutoff (ψ := fun x => L * (x - a)) (a := a) (by fun_prop)
      (fun x hx => mul_ne_zero hL' (sub_pos.2 hx.1).ne') he
  -- the comparison integrand has an explicit antiderivative
  have hF : ∀ x ∈ uIcc e b,
      HasDerivAt (fun x => -(1 / L ^ 2) * (x - a)⁻¹) (1 / (L * (x - a)) ^ 2) x := by
    intro x hx
    rw [uIcc_of_le he.2] at hx
    have hx0 : x - a ≠ 0 := (sub_pos.2 (lt_of_lt_of_le he.1 hx.1)).ne'
    have h1 : HasDerivAt (fun x => (x - a)⁻¹) (-1 / (x - a) ^ 2) x :=
      ((hasDerivAt_id' x).sub_const a).inv hx0
    refine (h1.const_mul (-(1 / L ^ 2))).congr_deriv ?_
    rw [mul_pow]
    field_simp
  have hval := intervalIntegral.integral_eq_sub_of_hasDerivAt hF hlin
  have hmono : ∫ x in e..b, 1 / (L * (x - a)) ^ 2 ≤ ∫ x in e..b, 1 / ψ x ^ 2 := by
    refine intervalIntegral.integral_mono_on he.2 hlin
      (integrable_above_cutoff hc hne he) (fun x hx => ?_)
    have hx' : x ∈ Ioc a b := ⟨lt_of_lt_of_le he.1 hx.1, hx.2⟩
    have hpos : 0 < ψ x ^ 2 :=
      lt_of_le_of_ne (sq_nonneg _) (pow_ne_zero 2 (hne x hx')).symm
    apply one_div_le_one_div_of_le hpos
    rw [← sq_abs (ψ x)]
    exact pow_le_pow_left₀ (abs_nonneg _) (hb x (Ioc_subset_Icc_self hx')) 2
  calc ((e - a)⁻¹ - (b - a)⁻¹) / L ^ 2
      = -(1 / L ^ 2) * (b - a)⁻¹ - -(1 / L ^ 2) * (e - a)⁻¹ := by ring
    _ = ∫ x in e..b, 1 / (L * (x - a)) ^ 2 := hval.symm
    _ ≤ cutoffIntegral ψ b e := hmono

/-- If `ψ` is continuously differentiable on `[a,b]`, has a node at `a` and is nonzero on `(a,b]`,
the integral of `1/ψ²` from `e` to `b` tends to infinity as `e` approaches the node from above. -/
theorem cutoffIntegral_tendsto_atTop {ψ : ℝ → ℝ} {a b : ℝ} (hab : a < b)
    (hψ : ContDiffOn ℝ 1 ψ (Icc a b)) (h0 : ψ a = 0) (hne : ∀ x ∈ Ioc a b, ψ x ≠ 0) :
    Tendsto (cutoffIntegral ψ b) (𝓝[>] a) atTop := by
  obtain ⟨L, hL, hb⟩ := linear_bound_at_node hab hψ h0
  have hd : Tendsto (fun e : ℝ => e - a) (𝓝[>] a) (𝓝[>] 0) := by
    refine tendsto_nhdsWithin_iff.2 ⟨?_, ?_⟩
    · have hcont : Continuous fun e : ℝ => e - a := by fun_prop
      exact (hcont.tendsto' a 0 (sub_self a)).mono_left nhdsWithin_le_nhds
    · filter_upwards [self_mem_nhdsWithin] with e he
      exact mem_Ioi.2 (sub_pos.2 (mem_Ioi.1 he))
  have h1 : Tendsto (fun e : ℝ => (e - a)⁻¹) (𝓝[>] a) atTop :=
    tendsto_inv_nhdsGT_zero.comp hd
  -- the explicit lower bound diverges
  have h2 : Tendsto (fun e : ℝ => ((e - a)⁻¹ - (b - a)⁻¹) / L ^ 2) (𝓝[>] a) atTop := by
    have h := (tendsto_atTop_add_const_right _ (-(b - a)⁻¹) h1).atTop_div_const (pow_pos hL 2)
    simpa only [sub_eq_add_neg] using h
  refine tendsto_atTop_mono' _ ?_ h2
  filter_upwards [Ioc_mem_nhdsGT hab] with e he
  exact cutoffIntegral_lower_bound hL hψ.continuousOn hne hb he

/-- For `ψ` continuously differentiable on `[0,1]` with `ψ(0) = 0` and `ψ > 0` on `(0,1]`, the
integral of `1/ψ²` from `e` to `1` tends to infinity as `e` tends to `0` from above. -/
theorem unit_interval_tendsto_atTop {ψ : ℝ → ℝ} (hψ : ContDiffOn ℝ 1 ψ (Icc 0 1))
    (h0 : ψ 0 = 0) (hpos : ∀ x ∈ Ioc (0 : ℝ) 1, 0 < ψ x) :
    Tendsto (fun e => ∫ x in e..1, 1 / ψ x ^ 2) (𝓝[>] 0) atTop :=
  cutoffIntegral_tendsto_atTop one_pos hψ h0 (fun x hx => (hpos x hx).ne')

/-- If `ψ` is continuously differentiable on `[a,b]`, has a node at `a` and is nonzero on `(a,b]`,
then `1/ψ²` is not integrable on `(a,b]`. -/
theorem not_integrableOn_inv_sq {ψ : ℝ → ℝ} {a b : ℝ} (hab : a < b)
    (hψ : ContDiffOn ℝ 1 ψ (Icc a b)) (h0 : ψ a = 0) (hne : ∀ x ∈ Ioc a b, ψ x ≠ 0) :
    ¬ IntegrableOn (fun x => 1 / ψ x ^ 2) (Ioc a b) := by
  intro hint
  have hi := (intervalIntegrable_iff_integrableOn_Ioc_of_le hab.le).2 hint
  have hbig := (cutoffIntegral_tendsto_atTop hab hψ h0 hne).eventually_gt_atTop
    (∫ x in a..b, 1 / ψ x ^ 2)
  obtain ⟨e, h1, he⟩ := (hbig.and (Ioc_mem_nhdsGT hab)).exists
  -- the cutoff integral cannot exceed the full one
  have h2 : ∫ x in e..b, 1 / ψ x ^ 2 ≤ ∫ x in a..b, 1 / ψ x ^ 2 :=
    intervalIntegral.integral_mono_interval he.1.le he.2 le_rfl
      (Eventually.of_forall fun x => one_div_nonneg.2 (sq_nonneg _)) hi
  exact not_lt_of_ge h2 h1

/-- If `ψ` is continuously differentiable on `[a,b]`, vanishes at `a` and is nonzero on `(a,b]`, and
`g` is continuous on `[a,b]` and nonzero at `a`, then the estimator `g/ψ²` weighted by `ψ²` is
integrable on `(a,b]`, while its square weighted by `ψ²` is not. -/
theorem estimator_moments {ψ g : ℝ → ℝ} {a b : ℝ} (hab : a < b)
    (hψ : ContDiffOn ℝ 1 ψ (Icc a b)) (h0 : ψ a = 0) (hne : ∀ x ∈ Ioc a b, ψ x ≠ 0)
    (hg : ContinuousOn g (Icc a b)) (hga : g a ≠ 0) :
    IntegrableOn (fun x => ψ x ^ 2 * (g x / ψ x ^ 2)) (Ioc a b) ∧
      ¬ IntegrableOn (fun x => ψ x ^ 2 * (g x / ψ x ^ 2) ^ 2) (Ioc a b) := by
  constructor
  · have h : IntegrableOn g (Ioc a b) := hg.integrableOn_Icc.mono_set Ioc_subset_Icc_self
    refine h.congr_fun (fun x hx => ?_) measurableSet_Ioc
    have hx0 := hne x hx
    show g x = ψ x ^ 2 * (g x / ψ x ^ 2)
    field_simp
  · intro hint
    -- shrink the interval to [a,c], on which g has no zero
    have hev : {x | g x ≠ 0} ∈ 𝓝[Icc a b] a :=
      Tendsto.eventually_ne (hg a (left_mem_Icc.2 hab.le)) hga
    obtain ⟨ε, hε, hball⟩ := Metric.mem_nhdsWithin_iff.1 hev
    obtain ⟨c, hac, hcb, hcε⟩ : ∃ c, a < c ∧ c ≤ b ∧ c ≤ a + ε / 2 :=
      ⟨min b (a + ε / 2), lt_min hab (by linarith), min_le_left _ _, min_le_right _ _⟩
    have hsub : Icc a c ⊆ Icc a b := Icc_subset_Icc_right hcb
    have hsub' : Ioc a c ⊆ Ioc a b := Ioc_subset_Ioc_right hcb
    have hgne : ∀ x ∈ Icc a c, g x ≠ 0 := by
      intro x hx
      refine hball ⟨?_, hsub hx⟩
      rw [Metric.mem_ball, Real.dist_eq, abs_of_nonneg (sub_nonneg.2 hx.1)]
      linarith [hx.2]
    have hcont : ContinuousOn (fun x => (g x ^ 2)⁻¹) (uIcc a c) := by
      rw [uIcc_of_le hac.le]
      exact ((hg.mono hsub).pow 2).inv₀ (fun x hx => pow_ne_zero 2 (hgne x hx))
    have h1 := (intervalIntegrable_iff_integrableOn_Ioc_of_le hac.le).2 (hint.mono_set hsub')
    have h2 := (intervalIntegrable_iff_integrableOn_Ioc_of_le hac.le).1
      (h1.mul_continuousOn hcont)
    -- dividing by g² leaves 1/ψ²
    apply not_integrableOn_inv_sq hac (hψ.mono hsub) h0 (fun x hx => hne x (hsub' hx))
    refine h2.congr_fun (fun x hx => ?_) measurableSet_Ioc
    have hx0 := hne x (hsub' hx)
    have hx1 := hgne x (Ioc_subset_Icc_self hx)
    show ψ x ^ 2 * (g x / ψ x ^ 2) ^ 2 * (g x ^ 2)⁻¹ = 1 / ψ x ^ 2
    field_simp

/-- The function `ψ(x) = x^(1/4)` is continuous on `[0,1]`, vanishes at `0` and is positive on
`(0,1]`, and `1/ψ²` is integrable on `(0,1]`. -/
theorem continuous_node_integrable :
    ContinuousOn (fun x : ℝ => x ^ (1 / 4 : ℝ)) (Icc 0 1) ∧ (0 : ℝ) ^ (1 / 4 : ℝ) = 0 ∧
      (∀ x ∈ Ioc (0 : ℝ) 1, 0 < x ^ (1 / 4 : ℝ)) ∧
      IntegrableOn (fun x : ℝ => 1 / (x ^ (1 / 4 : ℝ)) ^ 2) (Ioc 0 1) := by
  refine ⟨(Real.continuous_rpow_const (by norm_num)).continuousOn,
    Real.zero_rpow (by norm_num), fun x hx => Real.rpow_pos_of_pos hx.1 _, ?_⟩
  have h : IntervalIntegrable (fun x : ℝ => x ^ (-(1 / 2) : ℝ)) volume 0 1 :=
    intervalIntegral.intervalIntegrable_rpow' (by norm_num)
  refine ((intervalIntegrable_iff_integrableOn_Ioc_of_le zero_le_one).1 h).congr_fun
    (fun x hx => ?_) measurableSet_Ioc
  have hsq : (x ^ (1 / 4 : ℝ)) ^ 2 = x ^ (1 / 2 : ℝ) := by
    rw [← Real.rpow_natCast, ← Real.rpow_mul hx.1.le]
    norm_num
  show x ^ (-(1 / 2) : ℝ) = 1 / (x ^ (1 / 4 : ℝ)) ^ 2
  rw [hsq, Real.rpow_neg hx.1.le]
  exact (one_div _).symm

end

end NodalDivergence
```

```lean
#print axioms NodalDivergence.linear_bound_at_node
-- 'NodalDivergence.linear_bound_at_node' depends on axioms: [propext, Classical.choice, Quot.sound]
#print axioms NodalDivergence.unit_interval_tendsto_atTop
-- 'NodalDivergence.unit_interval_tendsto_atTop' depends on axioms: [propext, Classical.choice, Quot.sound]
#print axioms NodalDivergence.estimator_moments
-- 'NodalDivergence.estimator_moments' depends on axioms: [propext, Classical.choice, Quot.sound]
#print axioms NodalDivergence.continuous_node_integrable
-- 'NodalDivergence.continuous_node_integrable' depends on axioms: [propext, Classical.choice, Quot.sound]
```

## The cutoff integral and the moment integrands

Let $a<b$ be real numbers and $\psi$ a real function on $[a,b]$. For a cutoff $e$ with $a<e\le b$ define
$$I(e)=\int_e^b \frac{dx}{\psi(x)^2},$$
which is `cutoffIntegral ψ b e`. Besides `a < b`, three hypotheses recur. `ContDiffOn ℝ 1 ψ (Icc a b)` says that $\psi$ has a continuous derivative on the closed interval, one-sided at the endpoints. `ψ a = 0` places the node at $a$. `∀ x ∈ Ioc a b, ψ x ≠ 0` says that $\psi$ has no further zero on the half-open interval $(a,b]$.

Under these hypotheses `cutoffIntegral_tendsto_atTop` states that $I(e)\to+\infty$ as $e\to a^+$; the filter `𝓝[>] a` is the approach from above and `atTop` is divergence to $+\infty$. The theorem `unit_interval_tendsto_atTop` is the case $a=0$, $b=1$, $\psi>0$ on $(0,1]$, and `not_integrableOn_inv_sq` states that $1/\psi^2$ is not Lebesgue integrable on $(a,b]$.

In `estimator_moments` a second function $g$ enters, continuous on $[a,b]$ with $g(a)\neq0$. The conclusion is that $\psi^2\cdot(g/\psi^2)$ is integrable on $(a,b]$ and $\psi^2\cdot(g/\psi^2)^2$ is not. Finally, `continuous_node_integrable` shows that $\psi=x^{1/4}$ is continuous on $[0,1]$, zero at $0$ and positive on $(0,1]$, with $1/\psi^2$ integrable, so continuity of $\psi$ alone does not give the divergence.

## Sampling from $\psi^2$ near a node

The variable $x$ is one coordinate of configuration space with all others held fixed, and $b$ lies before the next node. Either sign of $\psi$ is allowed, since only $\psi^2$ and $|\psi|$ occur. Continuous differentiability stands for a bounded slope of the wave function along the segment, the node included; it is assumed and not derived from orbitals or a Hamiltonian.

The code works with the unnormalised weight. With $Z=\int_a^b\psi^2\,dx$, which is finite and positive, the sampling density is $p=\psi^2/Z$, and the estimator $O=g/\psi^2$ has moments
$$\langle O\rangle=\frac1Z\int_a^b g\,dx,\qquad \langle O^2\rangle=\frac1Z\int_a^b\frac{g^2}{\psi^2}\,dx .$$
The second integrand is nonnegative and continuous on $(a,b]$, so its failure to be integrable means an infinite integral: the mean is finite and the variance is infinite. For $\psi=x$ and $g=1$ on $[0,1]$ one has $p=3x^2$, $\langle O\rangle=3$ and $I(e)=1/e-1$. The division by $Z$, the word variance and this example are a reading of the theorem, which itself speaks only about integrability of the two integrands.

The condition $g(a)\neq0$ says that the numerator does not share the node. Reweighting samples of $\psi^2$ to a second wave function $\phi$ with a displaced node uses $O=\phi^2/\psi^2$, so $g=\phi^2$, and in this one-dimensional model the reweighting factor has infinite variance. The local energy $H\psi/\psi$, with $H$ the Hamiltonian, corresponds to $g=\psi\,H\psi$, which vanishes at the node when $H\psi$ is bounded there, so the theorem says nothing about it.

## A linear bound on $\psi$ and the resulting lower bound of order $1/(e-a)$

The derivative $\psi'$ is continuous on a compact interval, so $|\psi'|\le C$ for some constant $C$. Put $L=\max(C,1)>0$. The mean value inequality between $a$ and $x$, with $\psi(a)=0$, gives
$$|\psi(x)|=|\psi(x)-\psi(a)|\le L\,(x-a),\qquad x\in[a,b].$$
This is `linear_bound_at_node`. There `hd` is the continuity of `derivWithin ψ (Icc a b)`, `exists_bound_of_continuousOn` supplies $C$, and `Convex.norm_image_sub_le_of_norm_hasDerivWithin_le` is the mean value inequality. The choice `max C 1` makes $L$ positive even for $\psi\equiv0$, which this lemma admits.

The explicit lower bound on $I(e)$ below uses a constant that controls $\psi$ on the whole interval; for the divergence alone a linear bound near the node would be enough. Linearising at the node and taking $L=|\psi'(a)|$ is wrong: for $\psi=x+x^2$ on $[0,1]$ the bound $|\psi|\le x$ fails at every $x>0$, and for $\psi=x^2$ the slope at the node is zero. Both functions satisfy the hypotheses, which do not include $\psi'(a)\neq0$; the argument uses an upper bound on $|\psi|$ and not the value of the slope at the node.

For $x\in[e,b]$ we have $0<\psi^2\le L^2(x-a)^2$, hence $1/\psi^2\ge 1/(L(x-a))^2$. The function $F(x)=-\dfrac{1}{L^2(x-a)}$ has derivative $1/(L(x-a))^2$, so
$$I(e)\ \ge\ \int_e^b\frac{dx}{L^2(x-a)^2}=F(b)-F(e)=\frac1{L^2}\left(\frac1{e-a}-\frac1{b-a}\right).$$
In `cutoffIntegral_lower_bound`, `hF` is the derivative of $F$, `hval` is the fundamental theorem of calculus, `hmono` integrates the pointwise inequality, and the closing `calc` chains them. Both integrands are integrable on $[e,b]$ by `integrable_above_cutoff`, since each is continuous there. At $e=b$ the bound reads $0\le0$. This lemma assumes only continuity, nonvanishing and the linear bound, so differentiability is used for nothing beyond producing $L$ and continuity.

As $e\to a^+$, $e-a\to0^+$ (`hd` in the main theorem), so $1/(e-a)\to\infty$ (`h1`); subtracting a constant and dividing by $L^2>0$ preserves this (`h2`). The comparison `tendsto_atTop_mono'` needs the inequality only for $e$ near $a$, and `Ioc_mem_nhdsGT` provides $e\in(a,b]$ there.

## From the cutoff limit to non-integrability

Suppose $1/\psi^2$ were integrable on $(a,b]$ with integral $J$. The integrand is nonnegative, so $I(e)\le J$ for every cutoff, by `intervalIntegral.integral_mono_interval`. Divergence gives a cutoff with $I(e)>J$ (`hbig`), a contradiction.

For the moments, $\psi^2\cdot g/\psi^2=g$ on $(a,b]$, and $g$ is continuous on a compact interval, which settles the first part. For the second, suppose $g^2/\psi^2$ integrable. Continuity and $g(a)\neq0$ give $\varepsilon>0$ with $g\neq0$ within distance $\varepsilon$ of $a$. With $c=\min(b,a+\varepsilon/2)$, the function $1/g^2$ is continuous on $[a,c]$ (`hcont`), hence bounded, and
$$\frac{g^2}{\psi^2}\cdot\frac1{g^2}=\frac1{\psi^2}$$
is integrable on $(a,c]$ by `mul_continuousOn`. This contradicts `not_integrableOn_inv_sq` applied to $[a,c]$, which is where the general interval is used.

For $\psi=x^{1/4}$, `hsq` gives $\psi^2=x^{1/2}$, so $1/\psi^2=x^{-1/2}$, and `intervalIntegrable_rpow'` covers every exponent above $-1$. This function approaches its node with infinite slope and obeys no linear bound. It is a mathematical counter-example and not an admissible one-dimensional wave function: $\psi'^2=x^{-3/2}/16$ is not integrable at $0$, so its kinetic energy along the line is infinite.

## An integral with values in $[0,\infty]$

The real-valued integral in Mathlib returns $0$ for a non-integrable function, so the uncut expression $\int_a^b 1/\psi^2$ has the value $0$ under the hypotheses and cannot express the divergence; the limit over cutoffs and the negated `IntegrableOn` do. Mathlib also has an integral of nonnegative functions with values in $[0,\infty]$, in which the claim would be the single equation $\int_{(a,b]}1/\psi^2=\infty$. That form needs neither a cutoff nor a filter in its statement, and monotone convergence relates it to the limit of $I(e)$. It would carry no information on the rate, whereas `cutoffIntegral_lower_bound` shows growth at least as fast as $1/(L^2(e-a))$ up to a constant offset.
